# A DFT+U energy with fixed H is stationary under orbital rotations exactly when P commutes with the DFT+U Hamiltonian

A self-consistent DFT+U cycle builds a Hamiltonian F from the current density matrix P and needs a criterion for stopping. A common one is that the commutator PF − FP be small, while a direct minimisation watches the energy gradient under rotations of the orbitals. The theorem below identifies the exact forms of the two criteria, a vanishing commutator and a vanishing gradient, and does not compare tolerances. It holds for a finite orthonormal basis, fixed Hermitian projectors and a one-particle Hamiltonian H that does not depend on P, so that Hartree and exchange-correlation terms are absent or frozen.

## Energy, Hamiltonian and rotation

All operators are complex square matrices. The type `n` labels the basis functions, which are spin-orbitals with occupation 1 when full, and `ι` labels the Hubbard sites I. Both types are finite. The scoped operator norm gives meaning to derivatives of matrix-valued functions.

```lean
import Mathlib

open Matrix NormedSpace
open scoped Matrix.Norms.Operator

namespace HubbardStationarity

noncomputable section

variable {n ι : Type*} [Fintype n] [DecidableEq n] [Fintype ι]
```

Site I has a matrix Q_I that selects its localised orbitals, and the occupation matrix n_I = Q_I P Q_I.

```lean
/-- Density matrix `P` projected on a Hubbard site with projector `Q`: `Q P Q`. -/
def occ (Q P : Matrix n n ℂ) : Matrix n n ℂ := Q * P * Q
```

The real constant U_I is the effective on-site repulsion, taken as given and of either sign. The energy is

E(P) = Re Tr(HP) + Σ_I (U_I/2) Re Tr(n_I − n_I²).

An eigenvalue λ of n_I contributes (U_I/2) λ(1 − λ), which vanishes at λ = 0 and λ = 1 and for positive U_I penalises fractional occupation. There is no separate exchange parameter.

```lean
/-- DFT+U energy `Re Tr(HP) + ∑_I (U_I/2) Re Tr(n_I - n_I²)` with `n_I = Q_I P Q_I`. -/
def energy (H : Matrix n n ℂ) (U : ι → ℝ) (Q : ι → Matrix n n ℂ) (P : Matrix n n ℂ) : ℝ :=
  (trace (H * P)).re +
    ∑ I, U I / 2 * (trace (occ (Q I) P - occ (Q I) P * occ (Q I) P)).re
```

The DFT+U Hamiltonian built from P is

F(P) = H + Σ_I U_I (Q_I/2 − n_I).

```lean
/-- DFT+U Hamiltonian `H + ∑_I U_I (Q_I/2 - Q_I P Q_I)`. -/
def hubbardHam (H : Matrix n n ℂ) (U : ι → ℝ) (Q : ι → Matrix n n ℂ) (P : Matrix n n ℂ) :
    Matrix n n ℂ :=
  H + ∑ I, U I • ((1 / 2 : ℝ) • Q I - occ (Q I) P)
```

A generator K moves the density matrix along P(t) = exp(tK) P exp(−tK), with t real.

```lean
/-- The density matrix rotated by the generator `K`: `exp(tK) P exp(-tK)`. -/
def rotate (K P : Matrix n n ℂ) (t : ℝ) : Matrix n n ℂ := exp (t • K) * P * exp (-(t • K))
```

`IsStationary` says that t ↦ E(P(t)) has derivative 0 at t = 0 for every K with K† = −K, where † is Lean's `ᴴ`.

```lean
/-- The energy has zero derivative at `t = 0` along every rotation of `P` with a
skew-Hermitian generator. -/
def IsStationary (H : Matrix n n ℂ) (U : ι → ℝ) (Q : ι → Matrix n n ℂ) (P : Matrix n n ℂ) :
    Prop :=
  ∀ K : Matrix n n ℂ, Kᴴ = -K → HasDerivAt (fun t => energy H U Q (rotate K P t)) 0 0
```

The claim is that for Hermitian H, P, Q_I with Q_I² = Q_I, stationarity holds if and only if P F(P) = F(P) P. The counter-examples and the slope values given below are ordinary algebra added for illustration and are not among the Lean theorems.

## Hermitian H, P and Q_I make the traces real

H is an observable, P a density matrix and Q_I an orthogonal rather than oblique projector. The first consequence is that the real parts in E discard nothing. Since Tr(A†) is the complex conjugate of Tr A,

Tr((HP)†) = Tr(PH) = Tr(HP)

shows that Tr(HP) is real, and n_I† = Q_I P Q_I = n_I does the same for the site terms. In `energy_eq_trace` the local step `h` turns Tr(A†) = Tr A into reality of the trace, `h1` treats HP and `h2` treats n_I − n_I². The lemma ties E to the complex trace expression, and the later theorems do not call it.

```lean
omit [DecidableEq n] in
/-- For Hermitian `H`, `P`, `Q_I` the energy equals the complex trace expression itself. -/
theorem energy_eq_trace {H P : Matrix n n ℂ} (U : ι → ℝ) {Q : ι → Matrix n n ℂ}
    (hH : H.IsHermitian) (hP : P.IsHermitian) (hQ : ∀ I, (Q I).IsHermitian) :
    (energy H U Q P : ℂ) = trace (H * P) +
      ∑ I, (U I : ℂ) / 2 * trace (occ (Q I) P - occ (Q I) P * occ (Q I) P) := by
  have h : ∀ A : Matrix n n ℂ, trace Aᴴ = trace A → ((trace A).re : ℂ) = trace A :=
    fun A hA => Complex.conj_eq_iff_re.mp (by rw [trace_conjTranspose] at hA; exact hA)
  have h1 := h (H * P) (by rw [conjTranspose_mul, hH.eq, hP.eq, trace_mul_comm])
  have h2 : ∀ I, ((trace (occ (Q I) P - occ (Q I) P * occ (Q I) P)).re : ℂ)
      = trace (occ (Q I) P - occ (Q I) P * occ (Q I) P) := by
    intro I
    have ho : (occ (Q I) P)ᴴ = occ (Q I) P := by
      simp only [occ, conjTranspose_mul, hP.eq, (hQ I).eq, Matrix.mul_assoc]
    exact h _ (by rw [conjTranspose_sub, conjTranspose_mul, ho])
  simp only [energy, Complex.ofReal_add, Complex.ofReal_sum, Complex.ofReal_mul,
    Complex.ofReal_div, Complex.ofReal_ofNat, h1, h2]
```

## Two derivatives that hold for any matrices

In finite dimension Re Tr is a continuous real-linear map, so the derivative of Re Tr A(t) is Re Tr A′(t). The lemma applies the chain rule to that map.

```lean
omit [DecidableEq n] in
/-- The derivative of `Re Tr A(t)` is `Re Tr A'(t)`. -/
theorem hasDerivAt_re_trace {A : ℝ → Matrix n n ℂ} {D : Matrix n n ℂ} {t : ℝ}
    (h : HasDerivAt A D t) : HasDerivAt (fun s => (trace (A s)).re) (trace D).re t :=
  (LinearMap.toContinuousLinearMap
    (Complex.reLm ∘ₗ traceLinearMap n ℝ ℂ)).hasFDerivAt.comp_hasDerivAt t h
```

The product rule gives, for arbitrary K and P,

P′(0) = K P · 1 + 1 · P (−K) = KP − PK.

`hasDerivAt_rotate` rewrites −(tK) as t(−K), differentiates each exponential with `hasDerivAt_exp_smul_const`, and simplifies exp(0) to the unit matrix.

```lean
/-- The rotated density matrix has derivative `KP - PK` at `t = 0`. -/
theorem hasDerivAt_rotate (K P : Matrix n n ℂ) :
    HasDerivAt (rotate K P) (K * P - P * K) 0 := by
  have e : rotate K P = fun t : ℝ => exp (t • K) * P * exp (t • -K) := by
    funext t
    simp only [rotate, smul_neg]
  have h : HasDerivAt (fun t : ℝ => exp (t • K) * P * exp (t • -K))
      (exp ((0 : ℝ) • K) * K * P * exp ((0 : ℝ) • -K)
        + exp ((0 : ℝ) • K) * P * (exp ((0 : ℝ) • -K) * -K)) 0 :=
    ((hasDerivAt_exp_smul_const K (0 : ℝ)).mul_const P).fun_mul
      (hasDerivAt_exp_smul_const (-K) (0 : ℝ))
  rw [e]
  refine h.congr_deriv ?_
  simp [sub_eq_add_neg]
```

## Idempotent Q_I turns the gradient of E into F

Q_I² = Q_I says that Q_I is a projector, as it is when built from orthonormal localised orbitals that lie in the span of the basis. Take any path X(t) with derivative D, fix a site, and write Q = Q_I and m = QXQ. Then m′ = QDQ and

d/dt Tr(m − m²) = Tr(QDQ) − Tr(QDQ m) − Tr(m QDQ).

Cyclicity of the trace and Q² = Q remove the projectors around D:

Tr(QDQ) = Tr(Q²D) = Tr(QD),

Tr(m QDQ) = Tr(QXQ² DQ) = Tr(QXQ DQ) = Tr(Q²XQ D) = Tr(mD),

Tr(QDQ m) = Tr(m QDQ) = Tr(mD).

Multiplying by U_I/2 gives U_I Tr((Q/2 − m)D). The term Tr(HX) contributes Tr(HD) because H is constant, and the sum is

dE/dt = Re Tr(F(X) D).

In `hasDerivAt_energy`, `ho` and `hm` are the product rule, `e1`, `e2`, `e3` are the three trace identities in the order shown, and `HasDerivAt.fun_sum` adds the sites. The hypothesis `hQ`, here idempotency, enters in `e1` and `e2`. No matrix is assumed Hermitian, and different sites need not be orthogonal.

```lean
/-- For idempotent `Q_I`, along any path `X` with derivative `D` the energy changes at the
rate `Re Tr(F D)`, with `F` the DFT+U Hamiltonian built from `X(t)`. -/
theorem hasDerivAt_energy (H : Matrix n n ℂ) (U : ι → ℝ) {Q : ι → Matrix n n ℂ}
    (hQ : ∀ I, Q I * Q I = Q I) {X : ℝ → Matrix n n ℂ} {D : Matrix n n ℂ} {t : ℝ}
    (hX : HasDerivAt X D t) :
    HasDerivAt (fun s => energy H U Q (X s)) (trace (hubbardHam H U Q (X t) * D)).re t := by
  have hH : HasDerivAt (fun s => H * X s) (H * D) t := hX.const_mul H
  have hI : ∀ I, HasDerivAt (fun s => U I / 2 *
      (trace (occ (Q I) (X s) - occ (Q I) (X s) * occ (Q I) (X s))).re)
      (U I * (trace (((1 / 2 : ℝ) • Q I - occ (Q I) (X t)) * D)).re) t := by
    intro I
    have ho : HasDerivAt (fun s => occ (Q I) (X s)) (occ (Q I) D) t :=
      (hX.const_mul (Q I)).mul_const (Q I)
    have hm : HasDerivAt (fun s => occ (Q I) (X s) - occ (Q I) (X s) * occ (Q I) (X s))
        (occ (Q I) D - (occ (Q I) D * occ (Q I) (X t) + occ (Q I) (X t) * occ (Q I) D)) t :=
      ho.fun_sub (ho.fun_mul ho)
    refine ((hasDerivAt_re_trace hm).const_mul (U I / 2)).congr_deriv ?_
    -- cyclicity and `Q² = Q` remove the projectors around `D`
    have e1 : trace (occ (Q I) D) = trace (Q I * D) := by
      unfold occ
      rw [trace_mul_cycle, hQ I]
    have e2 : trace (occ (Q I) (X t) * occ (Q I) D) = trace (occ (Q I) (X t) * D) := by
      have a : Q I * X t * Q I * (Q I * D * Q I) = (Q I * X t * (Q I * Q I) * D) * Q I := by
        simp only [Matrix.mul_assoc]
      have b : Q I * (Q I * X t * Q I * D) = Q I * Q I * X t * Q I * D := by
        simp only [Matrix.mul_assoc]
      unfold occ
      rw [a, hQ I, trace_mul_comm, b, hQ I]
    have e3 : trace (occ (Q I) D * occ (Q I) (X t)) = trace (occ (Q I) (X t) * D) := by
      rw [trace_mul_comm, e2]
    simp only [trace_sub, trace_add, Matrix.sub_mul, Matrix.smul_mul, trace_smul, e1, e2, e3,
      Complex.sub_re, Complex.add_re, Complex.smul_re, smul_eq_mul]
    ring
  have h := (hasDerivAt_re_trace hH).fun_add
    (HasDerivAt.fun_sum (u := Finset.univ) fun I _ => hI I)
  refine HasDerivAt.congr_deriv h ?_
  simp only [hubbardHam, Matrix.add_mul, Matrix.sum_mul, Matrix.smul_mul, trace_add, trace_sum,
    trace_smul, Complex.add_re, Complex.re_sum, Complex.smul_re, smul_eq_mul]
```

Inserting X = P(t), X(0) = P and D = KP − PK, with F = F(P),

dE/dt at 0 = Re[Tr(FKP) − Tr(FPK)] = Re Tr(K C), where C = PF − FP.

`orbital_gradient` uses `r0` for P(0) = P and `trace_mul_comm` twice for the two cyclic shifts.

```lean
/-- For idempotent `Q_I` the energy along `exp(tK) P exp(-tK)` has derivative
`Re Tr(K (PF - FP))` at `t = 0`, with `F` the DFT+U Hamiltonian built from `P`. -/
theorem orbital_gradient (H : Matrix n n ℂ) (U : ι → ℝ) {Q : ι → Matrix n n ℂ}
    (hQ : ∀ I, Q I * Q I = Q I) (K P : Matrix n n ℂ) :
    HasDerivAt (fun t => energy H U Q (rotate K P t))
      (trace (K * (P * hubbardHam H U Q P - hubbardHam H U Q P * P))).re 0 := by
  have h := hasDerivAt_energy H U hQ (hasDerivAt_rotate K P)
  have r0 : rotate K P 0 = P := by simp [rotate]
  rw [r0] at h
  refine h.congr_deriv ?_
  generalize hubbardHam H U Q P = F
  rw [Matrix.mul_sub, Matrix.mul_sub, trace_sub, trace_sub, trace_mul_comm F (K * P),
    Matrix.mul_assoc K P F, ← Matrix.mul_assoc F P K, trace_mul_comm (F * P) K]
```

Without idempotency the same steps give U_I(Q²/2 − Q²XQ²) as the site gradient, which differs from the term in F. In two dimensions, with indices 0 and 1, take one site with U ≠ 0, H = 0, Q = diag(2, 0) and P the projector on (1/2, √3/2), so that p = P₀₀ = 1/4. Then F = U diag(1 − 4p, 0) = 0 commutes with P. The energy is (U/2)(4p − 16p²), with dE/dp = −2U, and the generator J with rows (0, −1) and (1, 0) has dp/dt = −√3/2. The slope is √3 U, so a commuting P is not stationary.

## Hermitian H, P and Q_I make the commutator skew-Hermitian

The second use of Hermiticity is the one that the equivalence needs. With real U_I, F† = F, and hence

C† = (PF − FP)† = FP − PF = −C.

`hubbardHam_isHermitian` pushes † through the sum, the real scalars and the product Q_I P Q_I.

```lean
omit [DecidableEq n] in
/-- The DFT+U Hamiltonian is Hermitian when `H`, `P` and the `Q_I` are. -/
theorem hubbardHam_isHermitian {H P : Matrix n n ℂ} (U : ι → ℝ) {Q : ι → Matrix n n ℂ}
    (hH : H.IsHermitian) (hP : P.IsHermitian) (hQ : ∀ I, (Q I).IsHermitian) :
    (hubbardHam H U Q P).IsHermitian := by
  have hq : ∀ I, (Q I)ᴴ = Q I := fun I => (hQ I).eq
  unfold Matrix.IsHermitian
  simp only [hubbardHam, occ, conjTranspose_add, conjTranspose_sum, conjTranspose_smul,
    conjTranspose_sub, conjTranspose_mul, star_trivial, hH.eq, hP.eq, hq, Matrix.mul_assoc]
```

For skew-Hermitian K and Hermitian C the trace Tr(KC) is purely imaginary, so the gradient is blind to any Hermitian part of C. If H, P or Q_I is not Hermitian, C can have such a part and stationarity need not force commutation, as the following deliberately unphysical examples show. Let P be the projector on (3/5, 4/5) and A = diag(1, 0), which do not commute. With U = 0 and H = iA, the energy Re Tr(iA P(t)) is zero for all t, yet PH ≠ HP. Moving the factor i from H to P gives the same failure for a non-Hermitian density matrix. For an oblique projector take Q with rows (1, 1) and (0, 0), U = 1 and the Hermitian H = (17/100)(Q + Qᵀ), with ᵀ the transpose. Then QPQ = (21/25)Q and F = (17/100)(Qᵀ − Q) is skew-Hermitian, so C is Hermitian and nonzero while every slope vanishes.

## All skew-Hermitian generators detect the commutator

K† = −K makes exp(tK) unitary, so the orbitals rotate while the occupation numbers, the eigenvalues of P, stay fixed. Suppose Re Tr(KC) = 0 for all such K. The matrix K = C† qualifies, because (C†)† = C = −C†, and

0 = Re Tr(C†C) = Σ_j Σ_i |C_ij|²

forces every entry to vanish. In `skew_eq_zero`, `h0` is the test with C†, `e` is the expansion in `Complex.normSq`, and `h1`, `h2` use that a vanishing sum of non-negative terms has vanishing terms.

```lean
omit [DecidableEq n] in
/-- A skew-Hermitian `C` with `Re Tr(KC) = 0` for every skew-Hermitian `K` vanishes. -/
theorem skew_eq_zero {C : Matrix n n ℂ} (hC : Cᴴ = -C)
    (h : ∀ K : Matrix n n ℂ, Kᴴ = -K → (trace (K * C)).re = 0) : C = 0 := by
  -- test against `K = Cᴴ`, which gives the squared Frobenius norm
  have h0 := h Cᴴ (by rw [hC, conjTranspose_neg, hC])
  have e : (trace (Cᴴ * C)).re = ∑ j, ∑ i, Complex.normSq (C i j) := by
    simp only [trace, diag_apply, Matrix.mul_apply, conjTranspose_apply, Complex.re_sum]
    refine Finset.sum_congr rfl fun j _ => Finset.sum_congr rfl fun i _ => ?_
    simp [Complex.normSq_apply]
  rw [e] at h0
  ext i j
  have h1 := (Finset.sum_eq_zero_iff_of_nonneg fun j _ =>
    Finset.sum_nonneg fun i _ => Complex.normSq_nonneg (C i j)).mp h0 j (Finset.mem_univ j)
  have h2 := (Finset.sum_eq_zero_iff_of_nonneg fun i _ =>
    Complex.normSq_nonneg (C i j)).mp h1 i (Finset.mem_univ i)
  exact Complex.normSq_eq_zero.mp h2
```

A smaller class of generators can miss C. For P = diag(1, 0), U = 0 and H with rows (0, −i) and (i, 0), the commutator has C₀₁ = C₁₀ = −i. Every real antisymmetric K gives Tr(KC) = 0 although C ≠ 0.

## The equivalence for many sites and for one

`stationary_iff_commute` takes `hH`, `hP`, `hQ` for Hermiticity and `hQQ` for idempotency. In the forward direction `unique`, the uniqueness of a derivative, equates Re Tr(KC) with 0 for each skew-Hermitian K, the final `rw` is C† = −C, and `skew_eq_zero` gives C = 0. In the reverse direction C = 0 is substituted into `orbital_gradient`, which uses only `hQQ`.

```lean
/-- For Hermitian `H`, `P` and Hermitian idempotent `Q_I`, the DFT+U energy is stationary
under all skew-Hermitian generators iff `P` commutes with the DFT+U Hamiltonian. -/
theorem stationary_iff_commute {H P : Matrix n n ℂ} (U : ι → ℝ) {Q : ι → Matrix n n ℂ}
    (hH : H.IsHermitian) (hP : P.IsHermitian) (hQ : ∀ I, (Q I).IsHermitian)
    (hQQ : ∀ I, Q I * Q I = Q I) :
    IsStationary H U Q P ↔ P * hubbardHam H U Q P = hubbardHam H U Q P * P := by
  constructor
  · intro h
    have hF := hubbardHam_isHermitian U hH hP hQ
    -- the commutator of two Hermitian matrices is skew-Hermitian
    refine sub_eq_zero.mp (skew_eq_zero ?_ fun K hK =>
      (orbital_gradient H U hQQ K P).unique (h K hK))
    rw [conjTranspose_sub, conjTranspose_mul, conjTranspose_mul, hF.eq, hP.eq, neg_sub]
  · intro h K _
    have g := orbital_gradient H U hQQ K P
    rwa [h, sub_self, Matrix.mul_zero, trace_zero, Complex.zero_re] at g
```

P need not be idempotent or positive, so fractional occupations are allowed, but only rotations are varied and nothing fixes which eigenvectors of F are occupied. The statement is of first order: a commuting P may be a minimum, a maximum or a saddle. A non-orthogonal basis with an overlap matrix and projectors that respond to P are not covered. With no sites F = H, and with a single basis function both sides of the equivalence always hold.

Choosing `Unit` for `ι` collapses the sums and gives the one-site form, in which P commutes with H + U(Q/2 − QPQ).

```lean
/-- One Hubbard site: stationarity under all skew-Hermitian generators holds iff `P`
commutes with `H + U (Q/2 - QPQ)`. -/
theorem stationary_iff_commute_single {H P Q : Matrix n n ℂ} (U : ℝ)
    (hH : H.IsHermitian) (hP : P.IsHermitian) (hQ : Q.IsHermitian) (hQQ : Q * Q = Q) :
    (∀ K : Matrix n n ℂ, Kᴴ = -K → HasDerivAt (fun t => (trace (H * rotate K P t)).re + U / 2 *
      (trace (occ Q (rotate K P t) - occ Q (rotate K P t) * occ Q (rotate K P t))).re) 0 0) ↔
    P * (H + U • ((1 / 2 : ℝ) • Q - occ Q P)) = (H + U • ((1 / 2 : ℝ) • Q - occ Q P)) * P := by
  have h := stationary_iff_commute (fun _ : Unit => U) (Q := fun _ => Q) hH hP
    (fun _ => hQ) (fun _ => hQQ)
  simpa only [IsStationary, energy, hubbardHam, Fintype.sum_unique] using h
```

## One orbital in two dimensions

Let P be the projector on the unit vector (3/5, 4/5).

```lean
/-- Projector on the orbital `(3/5, 4/5)`. -/
def Pw : Matrix (Fin 2) (Fin 2) ℂ := !![9 / 25, 12 / 25; 12 / 25, 16 / 25]
```

Let Q project on basis function 0, and set U = 1.

```lean
/-- Projector on the first basis function. -/
def Qw : Matrix (Fin 2) (Fin 2) ℂ := !![1, 0; 0, 0]
```

Then QPQ = (9/25)Q and Q/2 − QPQ = (7/50)Q. For H = −P − (7/50)Q the Hamiltonian is F = −P, which commutes with P, so P is stationary. For H = −P it is F = −P + (7/50)Q, and

C = (7/50)(PQ − QP) = (7/50)(12/25) J = (42/625) J,

with J the generator with rows (0, −1) and (1, 0). The slope along K = J is (42/625) Tr(J²) = −84/625. Direct differentiation agrees: the term −Tr(P P(t)) = −cos² t is flat at t = 0, p = 9/25 changes at the rate −24/25, and (1/2 − p)(−24/25) = −84/625. Commuting with H alone is therefore not enough once U is switched on. `stationary_witness` reduces both cases to commutators through `stationary_iff_commute`, compares all four entries in the first case, and in the second refutes equality at the entry (0, 1), named `h01`.

```lean
/-- `Pw` is Hermitian and `Qw` Hermitian idempotent; for one site with `U = 1`, `Pw` is
stationary for `H = -Pw - (7/50) Qw` and is not stationary for `H = -Pw`. -/
theorem stationary_witness :
    Pw.IsHermitian ∧ Qw.IsHermitian ∧ Qw * Qw = Qw ∧
    IsStationary (-Pw - (7 / 50 : ℝ) • Qw) (fun _ : Unit => 1) (fun _ => Qw) Pw ∧
    ¬ IsStationary (-Pw) (fun _ : Unit => 1) (fun _ => Qw) Pw := by
  have hP : Pw.IsHermitian := by
    ext i j; fin_cases i <;> fin_cases j <;> simp [Pw]
  have hQ : Qw.IsHermitian := by
    ext i j; fin_cases i <;> fin_cases j <;> simp [Qw]
  have hQQ : Qw * Qw = Qw := by
    ext i j; fin_cases i <;> fin_cases j <;> simp [Qw, Matrix.mul_apply, Fin.sum_univ_succ]
  have hH : (-Pw - (7 / 50 : ℝ) • Qw).IsHermitian := by
    unfold Matrix.IsHermitian
    rw [conjTranspose_sub, conjTranspose_neg, conjTranspose_smul, star_trivial, hP.eq, hQ.eq]
  refine ⟨hP, hQ, hQQ, ?_, ?_⟩
  · rw [stationary_iff_commute _ hH hP (fun _ => hQ) (fun _ => hQQ)]
    ext i j
    fin_cases i <;> fin_cases j <;>
      simp [hubbardHam, occ, Pw, Qw, Matrix.mul_apply, Fin.sum_univ_succ] <;> norm_num
  · rw [stationary_iff_commute _ hP.neg hP (fun _ => hQ) (fun _ => hQQ)]
    intro h
    have h01 := congrFun (congrFun h 0) 1
    simp [hubbardHam, occ, Pw, Qw, Matrix.mul_apply, Fin.sum_univ_succ] at h01
    norm_num at h01

end

end HubbardStationarity
```

```lean
#print axioms HubbardStationarity.energy_eq_trace
#print axioms HubbardStationarity.stationary_iff_commute
#print axioms HubbardStationarity.stationary_iff_commute_single
```

```
'HubbardStationarity.energy_eq_trace' depends on axioms: [propext, Classical.choice, Quot.sound]
'HubbardStationarity.stationary_iff_commute' depends on axioms: [propext, Classical.choice, Quot.sound]
'HubbardStationarity.stationary_iff_commute_single' depends on axioms: [propext, Classical.choice, Quot.sound]
```
